# Message-passing networks built from Cⁿ maps have Cⁿ features despite changing neighbour lists, if the radial weight vanishes beyond the cutoff

During a molecular dynamics run, atoms keep crossing each other's cutoff spheres. If an atom still contributes something when it leaves a neighbour list, the potential energy jumps. The forces on either side of the jump don't account for it, so the total energy changes by that amount. In a message-passing network, later layers can pass the jump on to atoms whose own lists didn't change.

The conditions below exclude this. They bear on molecular dynamics with machine-learned potentials, here for finite clusters and for networks in which geometry enters only through one scalar radial weight.

```lean
import Mathlib

open Finset

namespace SmoothMessagePassing

noncomputable section
```

Let atom i have position x_i and feature h_i^t after t layers. One layer computes

h_i^(t+1) = ψ_t( h_i^t , Σ_{j ∈ L_i(x)} w(‖x_i − x_j‖²) m_t(h_i^t, h_j^t) ),

where L_i(x) is the neighbour list of atom i in configuration x, w is the radial weight, m_t the message map and ψ_t the update map. The weight is a function of the squared distance s = r², whereas cutoff functions are usually written in terms of r. All layers share w.

```lean
/-- A message-passing network: a radial weight, evaluated at squared distances, and for each
layer a message map and an update map. -/
structure Network (F M : Type*) where
  weight : ℝ → ℝ
  message : ℕ → F × F → M
  update : ℕ → F × M → F
```

## Initial features that don't depend on the positions

Before the first layer, an atom's feature typically encodes its chemical element, which doesn't change as the atoms move. In Lean this is built into the type: `h₀ : ι → F` assigns a feature to each atom label and takes no positions. Here `ι` labels the atoms, `F` is the feature space, `M` the message space and `E` the space in which the atoms move, not an energy.

```lean
variable {F M E ι : Type*} [NormedAddCommGroup M] [NormedSpace ℝ M] [NormedAddCommGroup E]

/-- Features of all atoms after a number of layers, starting from the constant features `h₀`.
Atom `i` receives messages only from the atoms in its current neighbour list `L x i`. -/
def features (net : Network F M) (h₀ : ι → F) (L : (ι → E) → ι → Finset ι) :
    ℕ → (ι → E) → ι → F
  | 0, _ => h₀
  | t + 1, x => fun i => net.update t (features net h₀ L t x i,
      ∑ j ∈ L x i, net.weight (‖x i - x j‖ ^ 2) •
        net.message t (features net h₀ L t x i, features net h₀ L t x j))
```

By hand, constancy starts both inductions over layers: h_i^0 is the same for every neighbour list, and a constant has derivatives of every order. The `zero` cases of `features_eq_allPairs` and `contDiff_allPairs` below say the same. If h_i^0 were instead the number of atoms within the cutoff, it would jump before any layer had acted, so discontinuous initial features can't be allowed.

## A neighbour list that misses no atom within the cutoff

A list is valid for the cutoff rc if it omits the atom itself and contains every other atom with r² ≤ rc². It may contain more distant atoms, and it may change discontinuously with the configuration.

```lean
/-- A valid neighbour list for the cutoff `rc` omits the atom itself and contains every other
atom whose squared distance is at most `rc ^ 2`; it may contain more distant atoms. -/
def IsNeighbourList (rc : ℝ) (L : (ι → E) → ι → Finset ι) : Prop :=
  ∀ x i, i ∉ L x i ∧ ∀ j, j ≠ i → ‖x i - x j‖ ^ 2 ≤ rc ^ 2 → j ∈ L x i
```

Two lists are needed by name. One contains all other atoms and never changes:

```lean
variable [Fintype ι] [DecidableEq ι]

/-- The list that contains all other atoms, at any distance. -/
def allPairs (_ : ι → E) (i : ι) : Finset ι := univ.erase i
```

The other is the bare cutoff list:

```lean
/-- The list of exactly those other atoms whose squared distance is at most `rc ^ 2`. -/
def cutoffList (rc : ℝ) (x : ι → E) (i : ι) : Finset ι :=
  univ.filter fun j => j ≠ i ∧ ‖x i - x j‖ ^ 2 ≤ rc ^ 2
```

The potential energy is a sum over atoms of one readout function applied to the final features. The code calls it the total energy because it is summed over all atoms; it doesn't include the kinetic energy:

```lean
/-- The total energy: the sum over atoms of a readout of the features after `T` layers. -/
def energy (net : Network F M) (h₀ : ι → F) (L : (ι → E) → ι → Finset ι) (T : ℕ)
    (readout : F → ℝ) (x : ι → E) : ℝ :=
  ∑ i, readout (features net h₀ L T x i)
```

The bare list is valid directly from its definition:

```lean
/-- The bare cutoff list is a valid neighbour list. -/
theorem isNeighbourList_cutoffList (rc : ℝ) :
    IsNeighbourList rc (cutoffList rc : (ι → E) → ι → Finset ι) := by
  intro x i
  constructor
  · simp [cutoffList]
  · intro j hj hr
    exact mem_filter.2 ⟨mem_univ j, hj, hr⟩
```

Validity guarantees that any other atom missing from the list has r² > rc². Without it, a list that drops an atom where its message still has nonzero weight can make the features jump. The same can happen if the atom itself is listed in some configurations and not in others, while w(0) m_t(h_i^t, h_i^t) is nonzero.

In a calculation with a cutoff of 5 Å and a skin of 1 Å, the list is built with radius 6 Å and rebuilt before any atom has moved more than 0.5 Å. Two atoms now within 5 Å were then at most 6 Å apart when the list was built, so the list contains the pair. Listed pairs that are now more than 5 Å apart are evaluated and contribute zero if the weight vanishes beyond 5 Å. Such a list depends on the history of the run and not on x alone, but the sum identity below uses only its validity at the current configuration.

Bulk simulations with periodic boundaries aren't covered. The distances here are ‖x_i − x_j‖, not distances to periodic images, and a `Finset ι` lists each atom at most once, so it has no place for several images of the same atom.

## A weight that is zero beyond the cutoff

The hypothesis `hw` says that w(s) = 0 whenever s > rc²: distant atoms send no message. By hand, split the sum over all other atoms into listed and unlisted ones. For any vectors f_j,

Σ_{j≠i} w(r_ij²) f_j = Σ_{j ∈ L_i} w(r_ij²) f_j + Σ_{j ∉ L_i, j≠i} w(r_ij²) f_j,

with r_ij = ‖x_i − x_j‖. Each unlisted atom has r_ij² > rc², so the last sum is zero. In Lean, `Finset.sum_subset` asks for the same two facts: the list is contained in the set of all other atoms, and the terms left out vanish.

```lean
/-- If the weight vanishes beyond the cutoff, a weighted sum over a valid neighbour list equals
the sum over all other atoms. -/
theorem sum_neighbours {w : ℝ → ℝ} {rc : ℝ} {L : (ι → E) → ι → Finset ι}
    (hL : IsNeighbourList rc L) (hw : ∀ s, rc ^ 2 < s → w s = 0)
    (x : ι → E) (i : ι) (f : ι → M) :
    ∑ j ∈ L x i, w (‖x i - x j‖ ^ 2) • f j =
      ∑ j ∈ allPairs x i, w (‖x i - x j‖ ^ 2) • f j := by
  unfold allPairs
  apply Finset.sum_subset
  · intro j hj
    refine mem_erase.2 ⟨?_, mem_univ j⟩
    rintro rfl
    exact (hL x j).1 hj
  · -- any other atom missing from the list lies beyond the cutoff
    intro j hj hn
    have hfar : rc ^ 2 < ‖x i - x j‖ ^ 2 :=
      lt_of_not_ge fun h => hn ((hL x i).2 j (mem_erase.1 hj).1 h)
    rw [hw _ hfar, zero_smul]
```

Now use induction over layers. If the features after t layers are the same for the list L as for all pairs, then the messages are the same, the sums agree by the identity above, and so do the updated features. The list has disappeared from the values, and with it the jumps that its changes could cause. A discontinuous weight, message map or update map could still cause others; the next hypothesis excludes them.

```lean
/-- If the weight vanishes beyond the cutoff, the features computed with any valid neighbour
list are those of the network in which all pairs of atoms interact. -/
theorem features_eq_allPairs {net : Network F M} {rc : ℝ} {L : (ι → E) → ι → Finset ι}
    (hL : IsNeighbourList rc L) (hw : ∀ s, rc ^ 2 < s → net.weight s = 0)
    (h₀ : ι → F) (T : ℕ) (x : ι → E) :
    features net h₀ L T x = features net h₀ allPairs T x := by
  induction T with
  | zero => simp only [features]
  | succ t ih =>
    funext i
    simp only [features, ih]
    exact congrArg (fun a => net.update t (features net h₀ allPairs t x i, a))
      (sum_neighbours hL hw x i fun j =>
        net.message t (features net h₀ allPairs t x i, features net h₀ allPairs t x j))
```

Without this hypothesis, a smooth weight such as a Gaussian can be cut off at a nonzero value. The last theorem shows the resulting jump.

## Differentiable weight, messages and updates

`IsCk` requires w, every m_t and every ψ_t to be n times continuously differentiable. The letter n is this order, not the number of atoms. It may be 0 (continuity), any positive integer or infinity. Lean's type also admits analytic maps, but an analytic weight that vanishes beyond the cutoff is zero everywhere.

```lean
variable [NormedAddCommGroup F] [NormedSpace ℝ F] [InnerProductSpace ℝ E]

/-- The weight and all message and update maps of the network are `n` times continuously
differentiable. -/
structure Network.IsCk (net : Network F M) (n : WithTop ℕ∞) : Prop where
  weight : ContDiff ℝ n net.weight
  message : ∀ t, ContDiff ℝ n (net.message t)
  update : ∀ t, ContDiff ℝ n (net.update t)
```

The derivation for all pairs is again an induction. Constant features are Cⁿ. Suppose all h_i^t are Cⁿ in the positions jointly. The squared distance

‖x_i − x_j‖² = ⟨x_i − x_j, x_i − x_j⟩

is a quadratic polynomial in the coordinates when the atoms move in ℝ^d, so it is smooth even where two atoms coincide; r itself has a kink there. By the chain rule w(r_ij²) and m_t(h_i^t, h_j^t) are Cⁿ. So are their product and the finite sum over j, and composing with ψ_t gives h_i^(t+1).

In the proof, `hr` is the statement about squared distances, `hsum` the one about the message sum, and the last line the composition with the update. The inner product on `E` is used in `hr`; `E` may be ℝ^d or any other real inner product space.

```lean
/-- When all pairs interact, each atom's features are as often continuously differentiable in
the positions as the network's weight, messages and updates are. -/
theorem contDiff_allPairs {net : Network F M} {n : WithTop ℕ∞} (hnet : net.IsCk n)
    (h₀ : ι → F) (T : ℕ) (i : ι) :
    ContDiff ℝ n (fun x : ι → E => features net h₀ allPairs T x i) := by
  induction T generalizing i with
  | zero =>
    simp only [features]
    exact contDiff_const
  | succ t ih =>
    simp only [features]
    -- the squared distance is smooth even where two atoms coincide
    have hr : ∀ j, ContDiff ℝ n (fun x : ι → E => ‖x i - x j‖ ^ 2) := fun j =>
      ContDiff.norm_sq ℝ ((contDiff_apply ℝ E i).sub (contDiff_apply ℝ E j))
    have hsum : ContDiff ℝ n (fun x : ι → E => ∑ j ∈ univ.erase i,
        net.weight (‖x i - x j‖ ^ 2) • net.message t
          (features net h₀ allPairs t x i, features net h₀ allPairs t x j)) :=
      ContDiff.sum fun j _ => (hnet.weight.comp (hr j)).smul
        ((hnet.message t).comp ((ih i).prodMk (ih j)))
    exact (hnet.update t).comp ((ih i).prodMk hsum)
```

Without enough differentiability, the cutoff can still leave a kink. The weight max(rc² − s, 0) is continuous and vanishes beyond the cutoff, but at s = rc² its slope changes from −1 to 0. For rc > 0, an energy that simply adds such weights has a force that jumps there.

## All hypotheses together

The main theorem replaces the features for the list L by the all-pairs features and applies the previous result to each atom. `ContDiff ℝ n (features net h₀ L T)` says that the map from all positions to all features after `T` layers is Cⁿ. It holds for any finite number of atoms and any number of layers, including none.

```lean
/-- **Smooth message passing.** If weight, messages and updates are `n` times continuously
differentiable and the weight vanishes beyond the cutoff, then the features after `T` layers are
`n` times continuously differentiable in all positions, for any valid neighbour list. -/
theorem contDiff_features {net : Network F M} {n : WithTop ℕ∞} (hnet : net.IsCk n)
    {rc : ℝ} (hw : ∀ s, rc ^ 2 < s → net.weight s = 0)
    {L : (ι → E) → ι → Finset ι} (hL : IsNeighbourList rc L) (h₀ : ι → F) (T : ℕ) :
    ContDiff ℝ n (features net h₀ L T) := by
  have h : features net h₀ L T = features net h₀ allPairs T :=
    funext (features_eq_allPairs hL hw h₀ T)
  rw [h]
  exact contDiff_pi.2 (contDiff_allPairs hnet h₀ T)
```

## One more derivative for the forces

The force is minus the derivative of the energy, which uses up one order. If the network and the readout are C^(n+1), then so is the energy, as a finite sum of compositions, and its derivative is Cⁿ. For continuous forces, the case n = 0, C¹ maps are therefore enough. Lean's `fderiv` is the derivative as a linear functional on displacements of all atoms; in ℝ^d its components are the partial derivatives, so with the minus sign they are the usual force components.

```lean
/-- If network and readout are `n + 1` times continuously differentiable and the weight vanishes
beyond the cutoff, the forces (minus the derivative of the energy) are `n` times continuously
differentiable, for any valid neighbour list. -/
theorem contDiff_force {net : Network F M} {n : WithTop ℕ∞} (hnet : net.IsCk (n + 1))
    {rc : ℝ} (hw : ∀ s, rc ^ 2 < s → net.weight s = 0)
    {L : (ι → E) → ι → Finset ι} (hL : IsNeighbourList rc L) (h₀ : ι → F) (T : ℕ)
    {readout : F → ℝ} (hR : ContDiff ℝ (n + 1) readout) :
    ContDiff ℝ n (fun x => -fderiv ℝ (energy net h₀ L T readout) x) := by
  have hE : ContDiff ℝ (n + 1) (energy net h₀ L T readout) :=
    ContDiff.sum fun i _ => hR.comp (contDiff_pi.1 (contDiff_features hnet hw hL h₀ T) i)
  exact (hE.fderiv_right le_rfl).neg
```

A program usually differentiates the energy with the current list held fixed. This gives the true force: unlisted atoms are strictly beyond the cutoff and stay there under small displacements, so the fixed list remains valid nearby and gives the same energy.

## A weight that meets the conditions to every order

Let g(u) = exp(−1/u) for u > 0 and g(u) = 0 otherwise. Mathlib's `Real.smoothTransition` is

S(u) = g(u) / (g(u) + g(1 − u)),

which is infinitely differentiable, 0 for u ≤ 0 and 1 for u ≥ 1. The weight w(s) = S(rc² − s) therefore vanishes from the cutoff outwards. It falls from 1 to 0 while r² grows from rc² − 1 to rc² in the chosen length unit, if rc ≥ 1. For rc = 5 Å, with lengths in Å, this happens within the last 0.1 Å, which is very steep; S((rc² − s)/a) with 1 < a ≤ rc² is just as smooth and spreads the fall over a range a of r². The proof checks smoothness and vanishing, then applies the main theorem to the bare cutoff list. Only the differentiability of messages and updates remains as a hypothesis.

```lean
/-- With the switching weight `smoothTransition (rc ^ 2 - r ^ 2)` and the bare cutoff list, the
features are as often continuously differentiable as the messages and updates, up to infinitely
often. -/
theorem contDiff_features_smoothTransition {n : ℕ∞} (rc : ℝ) {m : ℕ → F × F → M}
    {ψ : ℕ → F × M → F} (hm : ∀ t, ContDiff ℝ n (m t)) (hψ : ∀ t, ContDiff ℝ n (ψ t))
    (h₀ : ι → F) (T : ℕ) :
    ContDiff ℝ n (features (E := E)
      ⟨fun s => Real.smoothTransition (rc ^ 2 - s), m, ψ⟩ h₀ (cutoffList rc) T) := by
  refine contDiff_features (rc := rc) ⟨?_, hm, hψ⟩ ?_ (isNeighbourList_cutoffList rc) h₀ T
  · exact Real.smoothTransition.contDiff.comp (contDiff_const.sub contDiff_id)
  · intro s hs
    exact Real.smoothTransition.zero_of_nonpos (by linarith)
```

## A jump when the weight is nonzero at the cutoff

For a weight that is both continuous and zero beyond the cutoff, w(rc²) = 0. To see what a nonzero value does, take a network whose messages are all 1 and whose update returns the message sum.

```lean
/-- The one-channel network whose new feature is the sum of the weights of the neighbours. -/
def weightSum (w : ℝ → ℝ) : Network ℝ ℝ := ⟨w, fun _ _ => 1, fun _ p => p.2⟩
```

Place two atoms on a line at 0 and s, where s is now a position and no longer a squared distance, and use the bare cutoff list. After one layer, the feature of the first atom is

h_0^1 = w(s²) if s² ≤ rc², and 0 otherwise.

As s decreases to rc, the feature is 0 all the way, but at s = rc it equals w(rc²) ≠ 0. So it is discontinuous, however smooth w may be.

The proof assumes continuity and derives a contradiction. `hval` is the formula above, with atom j at position j·s for j = 0, 1, and `hg` is the continuity it would inherit. `hout` says that the feature vanishes for s > rc. Two continuous functions that agree on this open half-line also agree at its end point, which would give w(rc²) = 0.

```lean
/-- If the weight is nonzero at the cutoff, then with the bare cutoff list the features of two atoms
on a line are discontinuous after a single layer of the weight-sum network. -/
theorem not_continuous_of_weight_ne_zero {w : ℝ → ℝ} {rc : ℝ} (hrc : 0 ≤ rc)
    (hw : w (rc ^ 2) ≠ 0) :
    ¬ Continuous (features (E := ℝ) (weightSum w) (fun _ : Fin 2 => 0) (cutoffList rc) 1) := by
  intro h
  -- place the atoms at 0 and s, and follow the feature of the first one
  have hval : ∀ s : ℝ, features (weightSum w) (fun _ : Fin 2 => 0) (cutoffList rc) 1
      (fun j => ((j : ℕ) : ℝ) * s) 0 = if s ^ 2 ≤ rc ^ 2 then w (s ^ 2) else 0 := by
    intro s
    simp [features, weightSum, cutoffList, Finset.sum_filter, Fin.sum_univ_two]
  have hpos : Continuous (fun (s : ℝ) (j : Fin 2) => ((j : ℕ) : ℝ) * s) :=
    continuous_pi fun j => continuous_const.mul continuous_id
  have hg : Continuous (fun s : ℝ => if s ^ 2 ≤ rc ^ 2 then w (s ^ 2) else 0) := by
    have hc := (continuous_apply (0 : Fin 2)).comp (h.comp hpos)
    exact hc.congr hval
  -- the feature is zero beyond the cutoff, hence by continuity also at the cutoff
  have hout : Set.EqOn (fun s : ℝ => if s ^ 2 ≤ rc ^ 2 then w (s ^ 2) else 0)
      (fun _ => 0) (Set.Ioi rc) := by
    intro s hs
    have hs' : rc < s := hs
    exact if_neg (not_le_of_gt (by nlinarith))
  have hcl := hout.closure hg continuous_const
  rw [closure_Ioi] at hcl
  have h0 := hcl (Set.mem_Ici.2 (le_refl rc))
  simp only [le_refl, if_true] at h0
  exact hw h0

end

end SmoothMessagePassing
```

```lean
#print axioms SmoothMessagePassing.contDiff_features
#print axioms SmoothMessagePassing.contDiff_force
#print axioms SmoothMessagePassing.contDiff_features_smoothTransition
#print axioms SmoothMessagePassing.not_continuous_of_weight_ne_zero
```

```
'SmoothMessagePassing.contDiff_features' depends on axioms: [propext, Classical.choice, Quot.sound]
'SmoothMessagePassing.contDiff_force' depends on axioms: [propext, Classical.choice, Quot.sound]
'SmoothMessagePassing.contDiff_features_smoothTransition' depends on axioms: [propext, Classical.choice, Quot.sound]
'SmoothMessagePassing.not_continuous_of_weight_ne_zero' depends on axioms: [propext, Classical.choice, Quot.sound]
```
